# Filling a spin orbital changes only the occupation string of its own spin

A determinant over finitely many spin orbitals is given here by an alpha and a beta occupation string, joined with the `K` alpha orbitals first and the `L` beta orbitals after them. The lemma says that the joined string of `a'` and `b'` arises from that of `a` and `b` by setting alpha orbital `p` to occupied exactly when `a'` is `a` with `p` set to occupied and `b'` equals `b`; the same holds for a beta orbital with the roles exchanged. The orbital need not be empty beforehand, and no fermionic sign enters, since the statement concerns occupations only. The proof uses the injectivity of joining to reduce each claim to an equality of two joined strings, which it then checks orbital by orbital.

An attempt in Lean 4 with a fault in it:

```lean
import Mathlib

open Matrix
open scoped Kronecker

namespace FillIff

noncomputable section

/-- An occupation string: which of `n` ordered orbitals are occupied. -/
abbrev Str (n : ℕ) := Fin n → Bool

/-- Pairs of an alpha and a beta string are the determinants of all spin orbitals,
with the alpha orbitals first. -/
def strings {K L : ℕ} : Str K × Str L ≃ Str (K + L) where
  toFun x := Fin.append x.1 x.2
  invFun s := (fun i => s (Fin.castAdd L i), fun j => s (Fin.natAdd K j))
  left_inv x := Prod.ext (funext fun i => Fin.append_left x.1 x.2 i)
    (funext fun j => Fin.append_right x.1 x.2 j)
  right_inv s := funext fun q => by
    induction q using Fin.addCases <;> simp

/-- Filling a spin-up orbital changes only the alpha string, and filling a spin-down
orbital changes only the beta string. -/
theorem fill_iff {K L : ℕ} (a' a : Str K) (b' b : Str L) :
    (∀ p : Fin K, Fin.append a' b' = Function.update (Fin.append a b) (Fin.castAdd L p) true ↔
      a' = Function.update a p true ∧ b' = b) ∧
    (∀ r : Fin L, Fin.append a' b' = Function.update (Fin.append a b) (Fin.natAdd K r) true ↔
      a' = a ∧ b' = Function.update b r true) := by
  have inj (x : Str K) (y : Str L) : Fin.append a' b' = Fin.append x y ↔ a' = x ∧ b' = y :=
    (strings.injective.eq_iff (a := (a', b')) (b := (x, y))).trans Prod.ext_iff
  constructor
  · intro p
    rw [← inj]
    suffices h : Function.update (Fin.append a b) (Fin.castAdd L p) true =
        Fin.append (Function.update a p true) b by rw [h]
    funext q
    induction q using Fin.addCases with
    | left i =>
      by_cases h : i = p
      · rw [h]; simp
      · have h' : Fin.castAdd L i ≠ Fin.castAdd L p := fun e => h (Fin.ext (congrArg Fin.val e))
        rw [Function.update_of_ne h', Fin.append_left, Fin.append_left, Function.update_of_ne h]
    | right j =>
      have h' : Fin.natAdd K j ≠ Fin.castAdd L p := fun e => by
        have h : K + j.val = p.val := congrArg Fin.val e
        have := p.isLt
        omega
      rw [Function.update_of_ne h', Fin.append_right, Fin.append_right]
  · intro r
    rw [← inj]
    suffices h : Function.update (Fin.append a b) (Fin.natAdd K r) true =
        Fin.append a (Function.update b r true) by rw [h]
    funext q
    induction q using Fin.addCases with
    | left i =>
      have h' : Fin.castAdd L i ≠ Fin.natAdd K r := fun e => by
        have h : i.val = K + r.val := congrArg Fin.val e
        have := i.isLt
        omega
      rw [Function.update_of_ne h', Fin.append_left, Fin.append_left]
    | right j =>
      by_cases h : j = r
      · rw [h]; simp
      · have h' : Fin.natAdd K j ≠ Fin.natAdd K r := fun e => h (Fin.ext (by
          have h : K + j.val = K + r.val := congrArg Fin.val e
          omega))
        rw [Function.update_of_ne h', Fin.append_right, Fin.append_right, Function.update_of_ne h]

end

end FillIff
```

Lean reports:

```
Main.lean:42:93: error: Application type mismatch: The argument
  e
has type
  Fin.castAdd L i = Fin.castAdd L p
but is expected to have type
  i = p
in the application
  congrArg Fin.val e
```

Cause. The error is in the alpha case, where `i` and `p` are different orbitals and the proof must show that their positions in the joined string differ too. From `e`, the equality of the positions `Fin.castAdd L i` and `Fin.castAdd L p`, it wants the equality of the values of `i` and `p`, which `Fin.ext` needs.

`Fin.castAdd` leaves the value unchanged, so the mathematics is right. But Lean knew the expected result when it elaborated `congrArg Fin.val e`, and matched `Fin.val` against it first. That fixed the two sides of the input equality as `i` and `p`, so `e` was required to have type `i = p`, which it does not.

In the repair, `have hv := congrArg Fin.val e` states no expected type, so the two sides are read from `e` and `hv` equates the values of the two positions. `exact hv` then only has to compare this with the goal, and the two agree by definition once `Fin.castAdd` is unfolded.

As a diff, the version that Lean accepts:

```diff
@@ -40,5 +40,7 @@
       by_cases h : i = p
       · rw [h]; simp
-      · have h' : Fin.castAdd L i ≠ Fin.castAdd L p := fun e => h (Fin.ext (congrArg Fin.val e))
+      · have h' : Fin.castAdd L i ≠ Fin.castAdd L p := fun e => h (Fin.ext (by
+          have hv := congrArg Fin.val e
+          exact hv))
         rw [Function.update_of_ne h', Fin.append_left, Fin.append_left, Function.update_of_ne h]
     | right j =>
```
